# Half an electron is missing for each empty zero mode of a finite sublattice-symmetric Hamiltonian

Take an open three-site chain with zero on-site energies and nearest-neighbour hoppings 3 and 4, fill its negative-energy states, and assign half an electron to every site, as is correct when a sublattice-symmetric lattice has no zero modes. The total comes to 3/2, but only one state is filled. The missing half electron is tied to the zero mode, and it is not spread evenly over the sites.

Let \(H\) be a finite Hermitian matrix that anticommutes with \(G=\mathrm{diag}(s_x)\), \(s_x=\pm1\). Let \(P\) project onto its negative-energy states and \(Z\) onto its kernel. Then

\[
P_{xx}=\frac{1-Z_{xx}}2,\qquad \sum_x\left(\tfrac12-P_{xx}\right)=\frac{\dim\ker H}2 .
\]

For non-interacting electrons of one spin species in a finite tight-binding or Hückel model with orthonormal orbitals, one per site, and this symmetry, the zero modes alone therefore fix the site densities when exactly the negative-energy states are filled. Calling the deficit an edge charge takes one further step, that the zero mode is localised at an edge, and the hypotheses say nothing about that.

## Hermiticity: real energies and orthonormal states

Hermiticity gives real energies \(E_i\) and a unitary \(U\) whose columns are the eigenstates. By hand, one defines

\[
f(H)=U\,\mathrm{diag}(f(E_i))\,U^\dagger .
\]

In Lean this is `spectralFn hH f`, where `hH` is the proof of Hermiticity. The matrices \(P\) and \(Z\) are `negProj hH` and `zeroProj hH`, and the finite type `n` labels the sites.

```lean
import Mathlib

open Matrix

namespace HalfIntegerEdgeCharge

noncomputable section

variable {n : Type*} [Fintype n] [DecidableEq n] {H : Matrix n n ℂ}

/-- The function `f` of the Hamiltonian: each energy eigenstate is weighted by `f` of its
energy. -/
def spectralFn (hH : H.IsHermitian) (f : ℝ → ℂ) : Matrix n n ℂ :=
  (hH.eigenvectorUnitary : Matrix n n ℂ) * diagonal (fun i => f (hH.eigenvalues i)) *
    star (hH.eigenvectorUnitary : Matrix n n ℂ)

/-- The projector onto the negative-energy states; its diagonal is the site density when
exactly these states are filled. -/
def negProj (hH : H.IsHermitian) : Matrix n n ℂ :=
  spectralFn hH (fun e => if e < 0 then 1 else 0)

/-- The projector onto the zero-energy states. -/
def zeroProj (hH : H.IsHermitian) : Matrix n n ℂ :=
  spectralFn hH (fun e => if e = 0 then 1 else 0)
```

Since \(U^\dagger U=UU^\dagger=1\), such functions add and multiply energy by energy, \(f(E)=E\) returns \(H\), and \(f=1\) returns the identity. The next three lemmas state this. In the product, the inner `star U * U` cancels.

```lean
/-- Weighting each eigenstate by its own energy gives back the Hamiltonian. -/
theorem spectralFn_id (hH : H.IsHermitian) : spectralFn hH (fun e => (e : ℂ)) = H := by
  have h := hH.spectral_theorem
  rw [Unitary.conjStarAlgAut_apply] at h
  exact h.symm

/-- The energy eigenstates are complete: with weight one each, they sum to the identity. -/
theorem spectralFn_one (hH : H.IsHermitian) : spectralFn hH (fun _ => 1) = 1 := by
  have hd : diagonal (fun _ : n => (1 : ℂ)) = 1 := diagonal_one
  unfold spectralFn
  rw [hd, mul_one]
  exact mem_unitaryGroup_iff.mp hH.eigenvectorUnitary.2

/-- Functions of the Hamiltonian add and multiply energy by energy. -/
theorem spectralFn_add_mul (hH : H.IsHermitian) (f g : ℝ → ℂ) :
    spectralFn hH f + spectralFn hH g = spectralFn hH (fun e => f e + g e) ∧
    spectralFn hH f * spectralFn hH g = spectralFn hH (fun e => f e * g e) := by
  constructor
  · unfold spectralFn
    rw [← Matrix.add_mul, ← Matrix.mul_add, diagonal_add]
  · obtain ⟨U, hU⟩ : ∃ U : Matrix n n ℂ, U = hH.eigenvectorUnitary := ⟨_, rfl⟩
    have hF : ∀ f, spectralFn hH f =
        U * diagonal (fun i => f (hH.eigenvalues i)) * star U := by
      intro f; rw [hU]; rfl
    have h1 : star U * U = 1 := by
      rw [hU]; exact mem_unitaryGroup_iff'.mp hH.eigenvectorUnitary.2
    rw [hF, hF, hF, ← diagonal_mul_diagonal]
    calc _ = U * diagonal (fun i => f (hH.eigenvalues i)) * (star U * U) *
          diagonal (fun i => g (hH.eigenvalues i)) * star U := by simp only [mul_assoc]
      _ = _ := by rw [h1, mul_one]; simp only [mul_assoc]
```

Without Hermiticity the energies need not be real. The matrix with rows \((0,1)\) and \((-1,0)\) anticommutes with \(\mathrm{diag}(1,-1)\) but has eigenvalues \(\pm i\), so "negative energy" selects nothing.

## Anticommutation: hopping only between sublattices

The entries of \(HG=-GH\) read \((s_x+s_y)H_{xy}=0\). Hopping connects only sites of opposite sign, and every on-site energy is zero. A common on-site energy, such as the Coulomb integral \(\alpha\) in a Hückel model of identical atoms, must be subtracted first, so that energies are measured from it.

In the eigenbasis, put \(M=U^\dagger GU\). Anticommutation becomes \((E_i+E_j)M_{ij}=0\), so either \(M_{ij}=0\) or \(E_i=-E_j\). In both cases \(f(E_i)M_{ij}=M_{ij}f(-E_j)\), and transforming back gives

\[
f(H)\,G=G\,f(-H).
\]

The proof follows these steps: `hDM` is the anticommutation in the eigenbasis, `hE` is the case distinction on `M i j = 0`, and the last `calc` returns to the site basis. Here `G` may be any anticommuting matrix.

```lean
/-- If `G` anticommutes with the Hamiltonian, moving `G` through a function of the Hamiltonian
reverses the sign of the energy. -/
theorem spectralFn_chiral (hH : H.IsHermitian) {G : Matrix n n ℂ}
    (hG : H * G = -(G * H)) (f : ℝ → ℂ) :
    spectralFn hH f * G = G * spectralFn hH (fun e => f (-e)) := by
  obtain ⟨U, hU⟩ : ∃ U : Matrix n n ℂ, U = hH.eigenvectorUnitary := ⟨_, rfl⟩
  have hF : ∀ f, spectralFn hH f =
      U * diagonal (fun i => f (hH.eigenvalues i)) * star U := by
    intro f; rw [hU]; rfl
  have h1 : star U * U = 1 := by
    rw [hU]; exact mem_unitaryGroup_iff'.mp hH.eigenvectorUnitary.2
  have h2 : U * star U = 1 := by
    rw [hU]; exact mem_unitaryGroup_iff.mp hH.eigenvectorUnitary.2
  obtain ⟨D, hD⟩ : ∃ D, D = diagonal (fun i => (hH.eigenvalues i : ℂ)) := ⟨_, rfl⟩
  have hHD : U * D * star U = H := by rw [hD, ← hF (fun e => (e : ℂ)), spectralFn_id]
  have hl : star U * H = D * star U := by
    rw [← hHD, ← mul_assoc, ← mul_assoc, h1, one_mul]
  have hr : H * U = U * D := by
    rw [← hHD, mul_assoc, h1, mul_one]
  -- `M` is `G` in the energy eigenbasis
  obtain ⟨M, hM⟩ : ∃ M, M = star U * G * U := ⟨_, rfl⟩
  have hDM : D * M = -(M * D) := by
    calc D * M = (D * star U) * G * U := by rw [hM]; simp only [mul_assoc]
      _ = star U * (H * G) * U := by rw [← hl]; simp only [mul_assoc]
      _ = -(star U * G * (H * U)) := by rw [hG]; noncomm_ring
      _ = -(M * D) := by rw [hr, hM]; simp only [mul_assoc]
  -- `G` only connects energies of opposite sign
  have hE : diagonal (fun i => f (hH.eigenvalues i)) * M =
      M * diagonal (fun i => f (-hH.eigenvalues i)) := by
    ext i j
    have h := congrFun (congrFun hDM i) j
    rw [hD] at h
    simp only [Matrix.neg_apply, diagonal_mul, mul_diagonal] at h ⊢
    by_cases hm : M i j = 0
    · simp [hm]
    · have hc : (hH.eigenvalues i : ℂ) = ((-hH.eigenvalues j : ℝ) : ℂ) := by
        push_cast
        apply mul_right_cancel₀ hm
        linear_combination h
      rw [Complex.ofReal_injective hc, mul_comm]
  rw [hF, hF]
  calc _ = U * diagonal (fun i => f (hH.eigenvalues i)) * star U * G * (U * star U) := by
        rw [h2, mul_one]
    _ = U * (diagonal (fun i => f (hH.eigenvalues i)) * M) * star U := by
        rw [hM]; simp only [mul_assoc]
    _ = (U * star U) * G * (U * diagonal (fun i => f (-hH.eigenvalues i)) * star U) := by
        rw [hE, hM]; simp only [mul_assoc]
    _ = _ := by rw [h2, one_mul]
```

Without this hypothesis the density law fails already for one site with energy \(-1\): it has no zero mode, yet its density is 1 and not 1/2.

## Empty zero modes

The definition of `negProj` fills exactly the states with \(E<0\). This is a choice of occupation: filling one normalised zero mode \(\psi\) as well would add \(|\psi_x|^2\) to the density and one electron to the total.

The following lemma confirms that \(Z\) is the orthogonal projector onto the kernel. It is Hermitian, and \(HZ=0\) because \(E\,[E=0]=0\), where the bracket is 1 if the condition holds and 0 otherwise. For the last part, let \(R\) weight each state with \(E\ne0\) by \(1/E\) and the others by zero. Then \(Z+RH=1\), so \(Hv=0\) implies \(Zv=v\).

```lean
/-- The zero-mode projector is Hermitian, maps into the kernel of the Hamiltonian, and fixes
every zero mode. -/
theorem zeroProj_spec (hH : H.IsHermitian) :
    (zeroProj hH).IsHermitian ∧ H * zeroProj hH = 0 ∧
      ∀ v, H *ᵥ v = 0 → zeroProj hH *ᵥ v = v := by
  refine ⟨?_, ?_, fun v hv => ?_⟩
  · have hd : (diagonal (fun i => if hH.eigenvalues i = 0 then (1 : ℂ) else 0))ᴴ =
        diagonal (fun i => if hH.eigenvalues i = 0 then (1 : ℂ) else 0) := by
      rw [diagonal_conjTranspose]
      congr 1
      funext i
      by_cases h : hH.eigenvalues i = 0 <;> simp [h]
    simp only [IsHermitian, zeroProj, spectralFn, star_eq_conjTranspose, conjTranspose_mul,
      conjTranspose_conjTranspose, hd, Matrix.mul_assoc]
  · have h0 : (fun e : ℝ => (e : ℂ) * if e = 0 then 1 else 0) = fun _ => 0 := by
      funext e
      by_cases h : e = 0 <;> simp [h]
    calc H * zeroProj hH = spectralFn hH (fun e => (e : ℂ)) * zeroProj hH := by
          rw [spectralFn_id]
      _ = 0 := by
          rw [zeroProj, (spectralFn_add_mul hH _ _).2, h0]
          simp [spectralFn]
  · -- away from the kernel the Hamiltonian can be inverted
    have hK : zeroProj hH + spectralFn hH (fun e => (e : ℂ)⁻¹) * H = 1 := by
      have h1 : (fun e : ℝ => (if e = 0 then (1 : ℂ) else 0) + (e : ℂ)⁻¹ * (e : ℂ)) =
          fun _ => 1 := by
        funext e
        by_cases h : e = 0 <;> simp [h]
      calc _ = zeroProj hH + spectralFn hH (fun e => (e : ℂ)⁻¹) *
            spectralFn hH (fun e => (e : ℂ)) := by rw [spectralFn_id]
        _ = 1 := by
            rw [zeroProj, (spectralFn_add_mul hH _ _).2, (spectralFn_add_mul hH _ _).1, h1,
              spectralFn_one]
    calc zeroProj hH *ᵥ v
        = zeroProj hH *ᵥ v + spectralFn hH (fun e => (e : ℂ)⁻¹) *ᵥ (H *ᵥ v) := by
          rw [hv, mulVec_zero, add_zero]
      _ = v := by rw [mulVec_mulVec, ← add_mulVec, hK, one_mulVec]
```

## Diagonal signs: a symmetry that acts site by site

Apply \(f(H)G=G f(-H)\) to \(f(E)=[E<0]\). With \(P_+\) the projector onto positive energies, the diagonal entries give

\[
P_{xx}s_x=s_x(P_+)_{xx}.
\]

Cancelling \(s_x\) gives \(P_{xx}=(P_+)_{xx}\). Completeness, \(P+Z+P_+=1\), then gives \(2P_{xx}+Z_{xx}=1\), which is the density law. In the proof, `hp` is the cancellation and `hsum` is completeness, checked for negative, zero and positive energy.

```lean
/-- If a Hermitian Hamiltonian anticommutes with a diagonal matrix of signs, the density of the
filled negative-energy states at each site is one half of one minus the zero-mode weight. -/
theorem density_eq (hH : H.IsHermitian) {s : n → ℂ} (hs : ∀ x, s x = 1 ∨ s x = -1)
    (hG : H * diagonal s = -(diagonal s * H)) (x : n) :
    negProj hH x x = (1 - zeroProj hH x x) / 2 := by
  -- negative and positive energies have the same site density
  have h := congrFun (congrFun
    (spectralFn_chiral hH hG (fun e => if e < 0 then 1 else 0)) x) x
  rw [mul_diagonal, diagonal_mul, mul_comm] at h
  have hsx : s x ≠ 0 := by rcases hs x with h | h <;> simp [h]
  have hp := mul_left_cancel₀ hsx h
  -- negative, zero and positive energies exhaust the spectrum
  have hsum : negProj hH + zeroProj hH +
      spectralFn hH (fun e => if -e < 0 then 1 else 0) = 1 := by
    rw [negProj, zeroProj, (spectralFn_add_mul hH _ _).1, (spectralFn_add_mul hH _ _).1,
      ← spectralFn_one hH]
    congr 1
    funext e
    rcases lt_trichotomy e 0 with h | h | h
    · simp [h, h.ne, not_lt_of_ge h.le]
    · simp [h]
    · simp [h, h.ne', not_lt_of_ge h.le]
  have hx := congrFun (congrFun hsum x) x
  simp only [Matrix.add_apply, one_apply_eq] at hx
  rw [← hp] at hx
  change negProj hH x x + zeroProj hH x x + negProj hH x x = 1 at hx
  linear_combination hx / 2
```

If \(G\) is not diagonal, the local law can fail. The matrix \(H=\mathrm{diag}(1,-1)\) anticommutes with the matrix that swaps the two sites, but its densities are 0 and 1. Of the condition \(s_x=\pm1\), the proof uses only \(s_x\neq0\).

Summing the local law over sites gives a deficit of \(\tfrac12\operatorname{tr}Z\). The trace counts the zero eigenvalues, and their number is \(\dim\ker H\). Lean obtains the trace by cyclicity (`htr`) and the dimension from rank plus nullity (`hk`). The dimension appears as `Module.finrank` of the kernel.

```lean
/-- For a Hermitian Hamiltonian anticommuting with a diagonal matrix of signs, the total charge
deficit from half an electron per site, when exactly the negative-energy states are filled, is one
half per independent zero mode. -/
theorem total_deficit (hH : H.IsHermitian) {s : n → ℂ} (hs : ∀ x, s x = 1 ∨ s x = -1)
    (hG : H * diagonal s = -(diagonal s * H)) :
    ∑ x, (1 / 2 - negProj hH x x) =
      (Module.finrank ℂ (LinearMap.ker H.mulVecLin) : ℂ) / 2 := by
  have htr : ∑ x, zeroProj hH x x = ∑ i, if hH.eigenvalues i = 0 then (1 : ℂ) else 0 := by
    change trace (zeroProj hH) = _
    rw [zeroProj, spectralFn, trace_mul_comm, ← mul_assoc,
      mem_unitaryGroup_iff'.mp hH.eigenvectorUnitary.2, one_mul, trace_diagonal]
  -- rank plus nullity counts the sites
  have hk := H.mulVecLin.finrank_range_add_finrank_ker
  change H.rank + _ = _ at hk
  rw [hH.rank_eq_card_non_zero_eigs, Module.finrank_fintype_fun_eq_card] at hk
  have hc : (Fintype.card {i // hH.eigenvalues i ≠ 0} : ℂ) =
      ∑ i, if hH.eigenvalues i ≠ 0 then (1 : ℂ) else 0 := by
    rw [Fintype.card_subtype, Finset.sum_boole]
  have hall : (∑ i, if hH.eigenvalues i ≠ 0 then (1 : ℂ) else 0) +
      (∑ i, if hH.eigenvalues i = 0 then (1 : ℂ) else 0) = Fintype.card n := by
    rw [← Finset.sum_add_distrib, Finset.sum_congr rfl (g := fun _ => (1 : ℂ))]
    · simp
    · intro i _
      by_cases h : hH.eigenvalues i = 0 <;> simp [h]
  have hk' := congrArg (Nat.cast : ℕ → ℂ) hk
  push_cast at hk'
  rw [hc] at hk'
  calc ∑ x, (1 / 2 - negProj hH x x) = ∑ x, zeroProj hH x x / 2 := by
        refine Finset.sum_congr rfl fun x _ => ?_
        rw [density_eq hH hs hG x]
        ring
    _ = _ := by
        rw [← Finset.sum_div, htr]
        linear_combination (hall - hk') / 2
```

## A single normalised zero mode

Suppose every zero mode is a multiple of one zero mode \(\psi\) with \(\sum_y|\psi_y|^2=1\). Each column of \(Z\) lies in the kernel, so \(Z_{yx}=c_x\psi_y\). Hermiticity and \(Z\psi=\psi\) give

\[
\psi_x=\sum_y\overline{Z_{yx}}\,\psi_y=\overline{c_x}\sum_y|\psi_y|^2=\overline{c_x}.
\]

Hence \(Z_{xx}=|\psi_x|^2\) and \(P_{xx}=(1-|\psi_x|^2)/2\). In the proof, `honly` supplies \(c_x\) (written `c` for fixed `x`), and `hnorm` evaluates the sum.

```lean
/-- For a Hermitian Hamiltonian anticommuting with a diagonal matrix of signs, whose zero modes are
all multiples of one normalized zero mode `ψ`, the density of the filled negative-energy states at
site `x` is `(1 - |ψ x|²) / 2`. -/
theorem density_single_mode (hH : H.IsHermitian) {s : n → ℂ}
    (hs : ∀ x, s x = 1 ∨ s x = -1) (hG : H * diagonal s = -(diagonal s * H))
    {ψ : n → ℂ} (hψ : H *ᵥ ψ = 0) (hnorm : star ψ ⬝ᵥ ψ = 1)
    (honly : ∀ v, H *ᵥ v = 0 → ∃ c : ℂ, v = c • ψ) (x : n) :
    negProj hH x x = (1 - star (ψ x) * ψ x) / 2 := by
  obtain ⟨hZ, hHZ, hfix⟩ := zeroProj_spec hH
  -- each column of the projector is a zero mode, hence a multiple of `ψ`
  obtain ⟨c, hc⟩ := honly (fun y => zeroProj hH y x)
    (funext fun y => congrFun (congrFun hHZ y) x)
  have hcol : ∀ y, zeroProj hH y x = c * ψ y := fun y => congrFun hc y
  have hn : ∑ y, star (ψ y) * ψ y = 1 := hnorm
  have hx : ψ x = star c := by
    calc ψ x = ∑ y, zeroProj hH x y * ψ y := (congrFun (hfix ψ hψ) x).symm
      _ = ∑ y, star c * (star (ψ y) * ψ y) := by
          refine Finset.sum_congr rfl fun y _ => ?_
          rw [← hZ.apply x y, hcol y, star_mul']
          ring
      _ = star c := by rw [← Finset.mul_sum, hn, mul_one]
  have hcx : star (ψ x) = c := by rw [hx, star_star]
  rw [density_eq hH hs hG x, hcol x, hcx]
```

Without `honly` the formula can fail. Two uncoupled sites at zero energy have \(P=0\), but \(\psi=(1,0)\) would predict density 1/2 on the second.

For the three-site chain, numbered from 0 as in Lean, \(Hv=(3v_1,\,3v_0+4v_2,\,4v_1)\). The kernel is spanned by \(\psi=(4/5,0,-3/5)\), and the densities are 9/50, 1/2 and 8/25, which sum to 1. The deficit of 1/2 is shared between both ends. The proof checks every hypothesis for this matrix and then applies the single-mode formula.

```lean
/-- The open three-site chain with hopping amplitudes 3 and 4. -/
def trimer : Matrix (Fin 3) (Fin 3) ℂ := !![0, 3, 0; 3, 0, 4; 0, 4, 0]

/-- The three-site chain is Hermitian and anticommutes with the signs `(1, -1, 1)`; its
negative-energy states have site densities 9/50, 1/2 and 8/25. -/
theorem trimer_witness : ∃ hH : trimer.IsHermitian,
    trimer * diagonal ![1, -1, 1] = -(diagonal ![1, -1, 1] * trimer) ∧
    negProj hH 0 0 = 9 / 50 ∧ negProj hH 1 1 = 1 / 2 ∧ negProj hH 2 2 = 8 / 25 := by
  have hH : trimer.IsHermitian := by
    refine IsHermitian.ext fun i j => ?_
    fin_cases i <;> fin_cases j <;> simp [trimer]
  have hG : trimer * diagonal ![1, -1, 1] = -(diagonal ![1, -1, 1] * trimer) := by
    ext i j
    rw [Matrix.neg_apply, mul_diagonal, diagonal_mul]
    fin_cases i <;> fin_cases j <;> simp [trimer]
  have hs : ∀ x, (![1, -1, 1] : Fin 3 → ℂ) x = 1 ∨ (![1, -1, 1] : Fin 3 → ℂ) x = -1 := by
    intro x
    fin_cases x <;> simp
  -- both amplitudes of the zero mode are real
  have h4 : star (4 / 5 : ℂ) = 4 / 5 :=
    Complex.conj_eq_iff_real.mpr ⟨4 / 5, by norm_num⟩
  have h3 : star (-3 / 5 : ℂ) = -3 / 5 :=
    Complex.conj_eq_iff_real.mpr ⟨-3 / 5, by norm_num⟩
  -- the zero mode lives on the two end sites
  have hψ : trimer *ᵥ ![4 / 5, 0, -3 / 5] = 0 := by
    ext i
    simp only [mulVec, dotProduct, Fin.sum_univ_three]
    fin_cases i
    · change (0 : ℂ) * (4 / 5) + 3 * 0 + 0 * (-3 / 5) = 0
      norm_num
    · change (3 : ℂ) * (4 / 5) + 0 * 0 + 4 * (-3 / 5) = 0
      norm_num
    · change (0 : ℂ) * (4 / 5) + 4 * 0 + 0 * (-3 / 5) = 0
      norm_num
  have hnorm : star (![4 / 5, 0, -3 / 5] : Fin 3 → ℂ) ⬝ᵥ ![4 / 5, 0, -3 / 5] = 1 := by
    simp only [dotProduct, Fin.sum_univ_three]
    change star (4 / 5 : ℂ) * (4 / 5) + star (0 : ℂ) * 0 + star (-3 / 5 : ℂ) * (-3 / 5) = 1
    rw [h4, h3]
    norm_num
  have honly : ∀ v, trimer *ᵥ v = 0 → ∃ c : ℂ, v = c • ![4 / 5, 0, -3 / 5] := by
    intro v hv
    have e1 : v 1 = 0 := by
      simpa [trimer, mulVec, dotProduct, Fin.sum_univ_three] using congrFun hv 0
    have e2 : 3 * v 0 + 4 * v 2 = 0 := by
      simpa [trimer, mulVec, dotProduct, Fin.sum_univ_three] using congrFun hv 1
    refine ⟨5 / 4 * v 0, funext fun i => ?_⟩
    fin_cases i
    · change v 0 = 5 / 4 * v 0 * (4 / 5)
      ring
    · change v 1 = 5 / 4 * v 0 * 0
      rw [e1, mul_zero]
    · change v 2 = 5 / 4 * v 0 * (-3 / 5)
      linear_combination e2 / 4
  have key := density_single_mode hH hs hG hψ hnorm honly
  refine ⟨hH, hG, ?_, ?_, ?_⟩
  · norm_num [key 0]
  · norm_num [key 1]
  · rw [key 2]
    change (1 - star (-3 / 5 : ℂ) * (-3 / 5)) / 2 = 8 / 25
    rw [h3]
    norm_num

end

end HalfIntegerEdgeCharge
```

```lean
#print axioms HalfIntegerEdgeCharge.total_deficit
#print axioms HalfIntegerEdgeCharge.density_single_mode
```

```
'HalfIntegerEdgeCharge.total_deficit' depends on axioms: [propext, Classical.choice, Quot.sound]
'HalfIntegerEdgeCharge.density_single_mode' depends on axioms: [propext, Classical.choice, Quot.sound]
```
